# A traceless quadratic form times a Gaussian keeps its angular shape under Fourier transform

Suppose an electron is scattered from a core s orbital into an empty d orbital of the same atom, and the plane wave $e^{iq\cdot r}$ in the amplitude is truncated after its linear term. The amplitude then vanishes for every direction of the momentum transfer $q$. Keeping the quadratic term restores an angular pattern, but the amplitude now grows as $|q|^2$ without limit, and the expansion does not say whether the pattern survives at large $q$.

For the overlap density $\langle r,Ar\rangle e^{-a|r|^2}$, with $a>0$ and $A$ a real traceless $3\times3$ matrix, the full integral settles the matter:

$$\int \langle r,Ar\rangle e^{-a|r|^2}e^{iq\cdot r}\,d^3r=-\Big(\frac{\pi}{a}\Big)^{3/2}e^{-|q|^2/4a}\,\frac{\langle q,Aq\rangle}{4a^2}.$$

In this one-electron model with a single Gaussian, the direction dependence of X-ray Raman scattering or electron energy loss at fixed $|q|$ therefore reflects the shape of the d hole, with the intensity following the square of the amplitude.

## The density and its amplitude

```lean
import Mathlib

open MeasureTheory Matrix
open scoped Real

namespace QuadrupoleScattering

noncomputable section
```

These lines load Mathlib and allow short names for integrals, matrices and $\pi$.

```lean
/-- A power of one coordinate times a Gaussian and a plane wave along that axis. -/
def mode (a k : ℝ) (n : ℕ) (x : ℝ) : ℂ :=
  ((x ^ n * Real.exp (-a * x ^ 2) : ℝ) : ℂ) * Complex.exp (((k * x : ℝ) : ℂ) * Complex.I)
```

This is the one-axis function $f_n(x)=x^n e^{-ax^2}e^{ikx}$. The notation `( … : ℝ) : ℂ` means a real number regarded as a complex one.

```lean
/-- The Fourier transform of a one-dimensional Gaussian, in closed form. -/
def lineFactor (a k : ℝ) : ℝ := Real.sqrt (π / a) * Real.exp (-k ^ 2 / (4 * a))
```

This is $g(k)=\sqrt{\pi/a}\,e^{-k^2/4a}$. Lean reads `-k ^ 2` as $-(k^2)$.

```lean
/-- The power with which coordinate `i` occurs in the product of coordinates `j` and `l`. -/
def occ (j l i : Fin 3) : ℕ := (if j = i then 1 else 0) + (if l = i then 1 else 0)
```

The axes are numbered 0, 1, 2. The number `occ j l i` is the power of $r_i$ in $r_jr_l$: two if $j=l=i$, one if exactly one of them equals $i$, and zero otherwise.

```lean
/-- The product of two coordinates times a Gaussian and a plane wave in three-space. -/
def pairWave (a : ℝ) (q : Fin 3 → ℝ) (j l : Fin 3) (r : Fin 3 → ℝ) : ℂ :=
  ((r j * r l * Real.exp (-a * (r ⬝ᵥ r)) : ℝ) : ℂ) *
    Complex.exp (((q ⬝ᵥ r : ℝ) : ℂ) * Complex.I)
```

This is $r_jr_l\,e^{-a|r|^2}e^{iq\cdot r}$. A vector is a function `Fin 3 → ℝ`, and `⬝ᵥ` is the dot product. Squared lengths are written `r ⬝ᵥ r` because the default norm on this type is the largest absolute value of a component, not the Euclidean length.

```lean
/-- The scattering amplitude at momentum transfer `q` for the transition density
`⟨r, A r⟩ exp(-a |r|²)`. -/
def amplitude (a : ℝ) (A : Matrix (Fin 3) (Fin 3) ℝ) (q : Fin 3 → ℝ) : ℂ :=
  ∫ r : Fin 3 → ℝ, ((r ⬝ᵥ A *ᵥ r * Real.exp (-a * (r ⬝ᵥ r)) : ℝ) : ℂ) *
    Complex.exp (((q ⬝ᵥ r : ℝ) : ℂ) * Complex.I)
```

The amplitude is the integral in the displayed formula, with `A *ᵥ r` standing for $Ar$. The matrix need not be symmetric, since only its symmetric part enters $\langle r,Ar\rangle$. The s orbital is idealised as a Gaussian and the d orbital as the quadratic form times a Gaussian, both centred at the origin, with exponents that add up to $a$; orbital normalisation constants and the prefactors of the cross section are left out.

## Moments along one axis

```lean
/-- Every power of a coordinate times a Gaussian and a plane wave is integrable. -/
lemma integrable_mode {a : ℝ} (ha : 0 < a) (k : ℝ) (n : ℕ) : Integrable (mode a k n) := by
  have h : Integrable (fun x : ℝ => x ^ n * Real.exp (-a * x ^ 2)) := by
    have h := integrable_rpow_mul_exp_neg_mul_sq ha (s := (n : ℝ))
      (by have : (0 : ℝ) ≤ n := Nat.cast_nonneg n
          linarith)
    simpa only [Real.rpow_natCast] using h
  refine h.mono ?_ (Filter.Eventually.of_forall fun x => le_of_eq ?_)
  · have hc : Continuous (mode a k n) := by
      unfold mode
      fun_prop
    exact hc.aestronglyMeasurable
  · rw [mode, norm_mul, Complex.norm_exp_ofReal_mul_I, mul_one, Complex.norm_real]
```

Every $f_n$ is integrable. The plane wave has modulus one, so the claim reduces to a real power times a Gaussian, which Mathlib already covers. This is what later permits integrals of sums to be split.

```lean
/-- The derivative of a Gaussian times a plane wave along one axis. -/
lemma hasDerivAt_mode_zero (a k x : ℝ) : HasDerivAt (mode a k 0)
    (-(2 * a) * mode a k 1 x + Complex.I * k * mode a k 0 x) x := by
  have h1 : HasDerivAt (fun x : ℝ => Real.exp (-a * x ^ 2))
      (Real.exp (-a * x ^ 2) * (-a * (2 * x))) x :=
    ((hasDerivAt_pow 2 x).const_mul (-a)).exp.congr_deriv (by simp)
  have h2 : HasDerivAt (fun x : ℝ => Complex.exp (((k * x : ℝ) : ℂ) * Complex.I))
      (Complex.exp (((k * x : ℝ) : ℂ) * Complex.I) * (k * Complex.I)) x :=
    (((hasDerivAt_id' x).const_mul k).ofReal_comp.mul_const Complex.I).cexp.congr_deriv
      (by simp)
  have e : ∀ y, mode a k 0 y = ((Real.exp (-a * y ^ 2) : ℝ) : ℂ) *
      Complex.exp (((k * y : ℝ) : ℂ) * Complex.I) := by
    intro y
    simp only [mode, pow_zero, one_mul]
  refine ((h1.ofReal_comp.fun_mul h2).congr_of_eventuallyEq
    (Filter.Eventually.of_forall e)).congr_deriv ?_
  simp only [mode]
  push_cast
  ring
```

The product rule gives $f_0'=-2a f_1+ik f_0$. In the proof, `h1` differentiates the Gaussian and `h2` the plane wave.

```lean
/-- The zeroth, first and second moments of a Gaussian times a plane wave along one axis. -/
theorem line_moments {a : ℝ} (ha : 0 < a) (k : ℝ) :
    (∫ x, mode a k 0 x) = lineFactor a k ∧
    (∫ x, mode a k 1 x) = Complex.I * k / (2 * a) * lineFactor a k ∧
    (∫ x, mode a k 2 x) = (1 / (2 * a) + (Complex.I * k / (2 * a)) ^ 2) * lineFactor a k := by
  have ha' : (a : ℂ) ≠ 0 := by exact_mod_cast ha.ne'
  have hc : 2 * (a : ℂ) * (1 / (2 * a)) = 1 := by field_simp
  have hI := integrable_mode ha k
  have m0 : (∫ x, mode a k 0 x) = lineFactor a k := by
    have hs : ((Real.sqrt (π / a) : ℝ) : ℂ) = ((π : ℂ) / a) ^ (1 / 2 : ℂ) := by
      rw [Real.sqrt_eq_rpow, Complex.ofReal_cpow (by positivity)]
      push_cast
      rfl
    have hg := fourierIntegral_gaussian (b := (a : ℂ)) (by simpa using ha) (k : ℂ)
    rw [lineFactor, Complex.ofReal_mul, hs]
    push_cast
    rw [← hg]
    congr 1
    funext x
    simp only [mode]
    push_cast
    rw [show Complex.I * (k : ℂ) * x = k * x * Complex.I by ring]
    ring
  -- the derivative of an integrable function integrates to zero over the line if it is integrable
  have m1 : (∫ x, mode a k 1 x) = Complex.I * k / (2 * a) * lineFactor a k := by
    have h := integral_eq_zero_of_hasDerivAt_of_integrable (hasDerivAt_mode_zero a k)
      (((hI 1).const_mul _).add ((hI 0).const_mul _)) (hI 0)
    rw [integral_add ((hI 1).const_mul _) ((hI 0).const_mul _),
      integral_const_mul, integral_const_mul, m0] at h
    linear_combination (-(1 / (2 * (a : ℂ)))) * h - (∫ x, mode a k 1 x) * hc
  refine ⟨m0, m1, ?_⟩
  have hd : ∀ x, HasDerivAt (mode a k 1)
      (mode a k 0 x + (-(2 * a) * mode a k 2 x + Complex.I * k * mode a k 1 x)) x := by
    intro x
    have e : ∀ y : ℝ, mode a k 1 y = (y : ℂ) * mode a k 0 y := by
      intro y
      simp only [mode]
      push_cast
      ring
    refine (((hasDerivAt_id' x).ofReal_comp.fun_mul
      (hasDerivAt_mode_zero a k x)).congr_of_eventuallyEq
      (Filter.Eventually.of_forall e)).congr_deriv ?_
    simp only [mode]
    push_cast
    ring
  have hs : Integrable (fun x => -(2 * (a : ℂ)) * mode a k 2 x +
      Complex.I * k * mode a k 1 x) := ((hI 2).const_mul _).add ((hI 1).const_mul _)
  have h := integral_eq_zero_of_hasDerivAt_of_integrable hd
    ((hI 0).add hs) (hI 1)
  rw [integral_add (hI 0) hs,
    integral_add ((hI 2).const_mul _) ((hI 1).const_mul _),
    integral_const_mul, integral_const_mul, m0, m1] at h
  linear_combination (-(1 / (2 * (a : ℂ)))) * h - (∫ x, mode a k 2 x) * hc
```

Write $M_n=\int f_n\,dx$. The theorem states

$$M_0=g(k),\qquad M_1=\frac{ik}{2a}\,g(k),\qquad M_2=\Big[\frac1{2a}+\Big(\frac{ik}{2a}\Big)^2\Big]g(k).$$

For $M_0$, complete the square:

$$-ax^2+ikx=-a\Big(x-\frac{ik}{2a}\Big)^2-\frac{k^2}{4a}.$$

Shifting the contour leaves the ordinary Gaussian integral $\sqrt{\pi/a}$. Lean takes this step from Mathlib's `fourierIntegral_gaussian`.

The other two follow by integrating the derivatives of $f_0$ and $xf_0$ over the line. Both functions tend to zero at either end, so these integrals vanish:

$$0=\int f_0'\,dx=-2aM_1+ikM_0,$$
$$0=\int (xf_0)'\,dx=M_0-2aM_2+ikM_1.$$

Solving the first for $M_1$, and then the second for $M_2$, gives the stated values. In Lean, `linear_combination` does the solving: it checks that the desired equation is a given combination of known ones.

## From one axis to three

```lean
/-- The three-dimensional integrand factorises over the Cartesian axes. -/
lemma pairWave_eq_prod (a : ℝ) (q : Fin 3 → ℝ) (j l : Fin 3) (r : Fin 3 → ℝ) :
    pairWave a q j l r = ∏ i, mode a (q i) (occ j l i) (r i) := by
  have hp : r j * r l = r 0 ^ occ j l 0 * r 1 ^ occ j l 1 * r 2 ^ occ j l 2 := by
    fin_cases j <;> fin_cases l <;> simp [occ] <;> ring
  have he : Real.exp (-a * (r ⬝ᵥ r)) = Real.exp (-a * r 0 ^ 2) * Real.exp (-a * r 1 ^ 2) *
      Real.exp (-a * r 2 ^ 2) := by
    rw [← Real.exp_add, ← Real.exp_add]
    congr 1
    simp only [dotProduct, Fin.sum_univ_three]
    ring
  have hw : Complex.exp (((q ⬝ᵥ r : ℝ) : ℂ) * Complex.I) =
      Complex.exp (((q 0 * r 0 : ℝ) : ℂ) * Complex.I) *
      Complex.exp (((q 1 * r 1 : ℝ) : ℂ) * Complex.I) *
      Complex.exp (((q 2 * r 2 : ℝ) : ℂ) * Complex.I) := by
    rw [← Complex.exp_add, ← Complex.exp_add]
    congr 1
    simp only [dotProduct, Fin.sum_univ_three]
    push_cast
    ring
  rw [pairWave, hp, he, hw, Fin.prod_univ_three]
  simp only [mode, Complex.ofReal_mul]
  ring
```

The integrand factorises: $r_jr_l\,e^{-a|r|^2}e^{iq\cdot r}$ is a product of one function $f_n$ per axis, with $k=q_i$ and $n$ given by `occ j l i`. The steps `hp`, `he` and `hw` split the monomial, the Gaussian and the plane wave in turn.

```lean
/-- The tensor of second moments of a Gaussian times a plane wave in three-space. -/
theorem integral_pairWave {a : ℝ} (ha : 0 < a) (q : Fin 3 → ℝ) (j l : Fin 3) :
    (∫ r, pairWave a q j l r) = ((if j = l then 1 / (2 * (a : ℂ)) else 0) -
      q j * q l / (4 * a ^ 2)) * (lineFactor a (q 0) * lineFactor a (q 1) *
        lineFactor a (q 2)) := by
  have e : -((q j : ℂ) * q l / (4 * a ^ 2)) =
      (Complex.I * q j / (2 * a)) * (Complex.I * q l / (2 * a)) := by
    linear_combination (-((q j : ℂ) * q l / (4 * a ^ 2))) * Complex.I_sq
  have m0 := fun k => (line_moments ha k).1
  have m1 := fun k => (line_moments ha k).2.1
  have m2 := fun k => (line_moments ha k).2.2
  simp only [pairWave_eq_prod]
  rw [integral_fintype_prod_volume_eq_prod (f := fun i => mode a (q i) (occ j l i)),
    sub_eq_add_neg, e, Fin.prod_univ_three]
  fin_cases j <;> fin_cases l <;>
    simp only [occ, Fin.zero_eta, Fin.mk_one, Fin.reduceFinMk, Fin.isValue, Fin.reduceEq,
      reduceIte, Nat.reduceAdd, add_zero, zero_add, m0, m1, m2] <;> ring
```

With $G=g(q_0)g(q_1)g(q_2)$, the tensor of second moments is

$$\int r_jr_l\,e^{-a|r|^2}e^{iq\cdot r}\,d^3r=\Big(\frac{\delta_{jl}}{2a}-\frac{q_jq_l}{4a^2}\Big)G.$$

If $j\ne l$, two axes contribute first moments and the third a zeroth moment, which gives $\frac{iq_j}{2a}\frac{iq_l}{2a}G=-\frac{q_jq_l}{4a^2}G$. If $j=l$, one axis contributes a second moment and the others zeroth moments, which gives $\big(\frac1{2a}-\frac{q_j^2}{4a^2}\big)G$. Lean runs through all nine index pairs with `fin_cases`.

```lean
/-- The amplitude for an arbitrary real matrix `A`: a trace term and a term with the
quadratic form of `A` at `q`, under a common Gaussian. -/
theorem amplitude_general {a : ℝ} (ha : 0 < a) (A : Matrix (Fin 3) (Fin 3) ℝ)
    (q : Fin 3 → ℝ) : amplitude a A q = (((π / a) ^ (3 / 2 : ℝ) *
      Real.exp (-(q ⬝ᵥ q) / (4 * a)) *
      (A.trace / (2 * a) - (q ⬝ᵥ A *ᵥ q) / (4 * a ^ 2)) : ℝ) : ℂ) := by
  have hI : ∀ j l, Integrable (pairWave a q j l) := by
    intro j l
    rw [show pairWave a q j l = fun r => ∏ i, mode a (q i) (occ j l i) (r i) from
      funext (pairWave_eq_prod a q j l)]
    exact Integrable.fintype_prod (f := fun i => mode a (q i) (occ j l i))
      (fun i => integrable_mode ha _ _)
  have hQ : ∀ r : Fin 3 → ℝ, r ⬝ᵥ A *ᵥ r = ∑ j, ∑ l, A j l * (r j * r l) := by
    intro r
    simp only [dotProduct, mulVec, Fin.sum_univ_three]
    ring
  have hsum : amplitude a A q = ∫ r, ∑ j, ∑ l, (A j l : ℂ) * pairWave a q j l r := by
    unfold amplitude
    congr 1
    funext r
    rw [hQ]
    simp only [pairWave, Fin.sum_univ_three]
    push_cast
    ring
  have hin : ∀ j, (∫ r, ∑ l, (A j l : ℂ) * pairWave a q j l r) =
      ∑ l, (A j l : ℂ) * ∫ r, pairWave a q j l r := by
    intro j
    rw [MeasureTheory.integral_finsetSum _ (fun l _ => (hI j l).const_mul _)]
    simp only [integral_const_mul]
  -- the three axis factors combine into one isotropic Gaussian
  have hP : (π / a) ^ (3 / 2 : ℝ) * Real.exp (-(q ⬝ᵥ q) / (4 * a)) =
      lineFactor a (q 0) * lineFactor a (q 1) * lineFactor a (q 2) := by
    have hs : Real.sqrt (π / a) ^ 3 = (π / a) ^ (3 / 2 : ℝ) := by
      rw [Real.sqrt_eq_rpow, ← Real.rpow_natCast, ← Real.rpow_mul (by positivity)]
      norm_num
    have he : Real.exp (-(q ⬝ᵥ q) / (4 * a)) = Real.exp (-q 0 ^ 2 / (4 * a)) *
        Real.exp (-q 1 ^ 2 / (4 * a)) * Real.exp (-q 2 ^ 2 / (4 * a)) := by
      rw [← Real.exp_add, ← Real.exp_add]
      congr 1
      simp only [dotProduct, Fin.sum_univ_three]
      ring
    rw [← hs, he]
    simp only [lineFactor]
    ring
  rw [hsum, MeasureTheory.integral_finsetSum _
    (fun j _ => MeasureTheory.integrable_finsetSum _ fun l _ => (hI j l).const_mul _), hP, hQ]
  simp only [hin, integral_pairWave ha]
  simp only [Fin.sum_univ_three, Matrix.trace, Matrix.diag_apply,
    Fin.isValue, Fin.reduceEq, reduceIte]
  push_cast
  ring
```

For any real $A$, write $\langle r,Ar\rangle=\sum_{jl}A_{jl}r_jr_l$ and integrate term by term:

$$\sum_{jl}A_{jl}\Big(\frac{\delta_{jl}}{2a}-\frac{q_jq_l}{4a^2}\Big)G=\Big(\frac{\operatorname{tr}A}{2a}-\frac{\langle q,Aq\rangle}{4a^2}\Big)G.$$

The three axis factors combine into $G=(\pi/a)^{3/2}e^{-|q|^2/4a}$. In the proof, `hQ` expands the quadratic form, `hsum` writes the amplitude as the integral of a double sum, `hin` takes the inner sum out of the integral, and `hP` combines the axis factors. The outer sum is taken out in the last `rw`. The right-hand side is a real number cast to ℂ, so the theorem also says that the amplitude is real.

## The angular shape and its zeros

```lean
/-- For a traceless `A` the amplitude is the quadratic form of `A` evaluated at the momentum
transfer, times a Gaussian in `q` and a negative constant. -/
theorem amplitude_traceless {a : ℝ} (ha : 0 < a) {A : Matrix (Fin 3) (Fin 3) ℝ}
    (hA : A.trace = 0) (q : Fin 3 → ℝ) : amplitude a A q =
      ((-(π / a) ^ (3 / 2 : ℝ) * Real.exp (-(q ⬝ᵥ q) / (4 * a)) *
        (q ⬝ᵥ A *ᵥ q) / (4 * a ^ 2) : ℝ) : ℂ) := by
  rw [amplitude_general ha, hA]
  congr 1
  ring
```

Setting $\operatorname{tr}A=0$ removes the first term and leaves the formula from the opening. The condition stands for a pure d shape: a trace would add a multiple of $|r|^2$, which is spherically symmetric. The leading minus sign applies to the whole power $(\pi/a)^{3/2}$.

```lean
/-- For momentum transfer of size `k` along a unit vector `u`, the amplitude is a function of
`k` times the angular shape `⟨u, A u⟩` of the transition density. -/
theorem amplitude_direction {a : ℝ} (ha : 0 < a) {A : Matrix (Fin 3) (Fin 3) ℝ}
    (hA : A.trace = 0) (k : ℝ) {u : Fin 3 → ℝ} (hu : u ⬝ᵥ u = 1) : amplitude a A (k • u) =
      ((-((π / a) ^ (3 / 2 : ℝ) * Real.exp (-k ^ 2 / (4 * a)) * k ^ 2 / (4 * a ^ 2)) *
        (u ⬝ᵥ A *ᵥ u) : ℝ) : ℂ) := by
  have e1 : (k • u) ⬝ᵥ (k • u) = k ^ 2 := by
    simp only [smul_dotProduct, dotProduct_smul, smul_eq_mul, hu]
    ring
  have e2 : (k • u) ⬝ᵥ A *ᵥ (k • u) = k ^ 2 * (u ⬝ᵥ A *ᵥ u) := by
    simp only [Matrix.mulVec_smul, smul_dotProduct, dotProduct_smul, smul_eq_mul]
    ring
  rw [amplitude_traceless ha hA, e1, e2]
  congr 1
  ring
```

Let $A$ again be traceless, and put $q=ku$ with $u$ a unit vector. Then $|q|^2=k^2$ and $\langle q,Aq\rangle=k^2\langle u,Au\rangle$, so the amplitude is

$$-\Big(\frac{\pi}{a}\Big)^{3/2}e^{-k^2/4a}\,\frac{k^2}{4a^2}\;\langle u,Au\rangle.$$

The size of the momentum transfer sets the strength, and its direction enters only through $\langle u,Au\rangle$. The steps `e1` and `e2` are the two substitutions.

As a numerical instance, take the $d_{z^2}$ shape $A=\mathrm{diag}(-1,-1,2)$ with $a=1$ and $k=2$. The prefactor is $-\pi^{3/2}e^{-1}\approx-2.05$. Along $z$, $\langle u,Au\rangle=2$ and the amplitude is about $-4.10$; along $x$, $\langle u,Au\rangle=-1$ and it is about $+2.05$. Normalising the orbitals would rescale both values and leave their ratio of $-2$, hence an intensity ratio of 4, unchanged.

```lean
/-- For a traceless `A` the amplitude vanishes exactly at those momentum transfers where the
quadratic form of `A` vanishes. -/
theorem amplitude_eq_zero_iff {a : ℝ} (ha : 0 < a) {A : Matrix (Fin 3) (Fin 3) ℝ}
    (hA : A.trace = 0) (q : Fin 3 → ℝ) : amplitude a A q = 0 ↔ q ⬝ᵥ A *ᵥ q = 0 := by
  have hp : 0 < (π / a) ^ (3 / 2 : ℝ) * Real.exp (-(q ⬝ᵥ q) / (4 * a)) / (4 * a ^ 2) := by
    positivity
  rw [amplitude_traceless ha hA, Complex.ofReal_eq_zero]
  constructor
  · intro h
    have h' : (π / a) ^ (3 / 2 : ℝ) * Real.exp (-(q ⬝ᵥ q) / (4 * a)) / (4 * a ^ 2) *
        (q ⬝ᵥ A *ᵥ q) = 0 := by linear_combination -h
    exact (mul_eq_zero.mp h').resolve_left hp.ne'
  · intro h
    rw [h, mul_zero, zero_div]
```

For traceless $A$, the amplitude is zero exactly when $\langle q,Aq\rangle=0$, because the remaining factor is never zero; `hp` records that it is positive up to the sign. In the numerical instance, the zeros at $q\neq0$ lie where $3\cos^2\theta=1$, about $54.7^\circ$ from the $z$ axis.

```lean
/-- The amplitude at zero momentum transfer vanishes exactly when `A` is traceless. -/
theorem amplitude_zero_iff_traceless {a : ℝ} (ha : 0 < a) (A : Matrix (Fin 3) (Fin 3) ℝ) :
    amplitude a A 0 = 0 ↔ A.trace = 0 := by
  have hc : 0 < (π / a) ^ (3 / 2 : ℝ) := by positivity
  rw [amplitude_general ha, Complex.ofReal_eq_zero]
  simp only [zero_dotProduct, neg_zero, zero_div, Real.exp_zero, mul_one, sub_zero]
  constructor
  · intro h
    exact (div_eq_zero_iff.mp ((mul_eq_zero.mp h).resolve_left hc.ne')).resolve_right
      (mul_pos two_pos ha).ne'
  · intro h
    rw [h, zero_div, mul_zero]

end

end QuadrupoleScattering
```

At $q=0$ the general formula reduces to $(\pi/a)^{3/2}\operatorname{tr}A/(2a)$, which vanishes exactly when $\operatorname{tr}A=0$. The plane wave is then equal to one and the amplitude is the overlap of the two orbitals, so in this model the trace condition is their orthogonality.

```lean
#print axioms QuadrupoleScattering.amplitude_traceless
#print axioms QuadrupoleScattering.amplitude_direction
#print axioms QuadrupoleScattering.amplitude_eq_zero_iff
#print axioms QuadrupoleScattering.amplitude_zero_iff_traceless
```

```
'QuadrupoleScattering.amplitude_traceless' depends on axioms: [propext, Classical.choice, Quot.sound]
'QuadrupoleScattering.amplitude_direction' depends on axioms: [propext, Classical.choice, Quot.sound]
'QuadrupoleScattering.amplitude_eq_zero_iff' depends on axioms: [propext, Classical.choice, Quot.sound]
'QuadrupoleScattering.amplitude_zero_iff_traceless' depends on axioms: [propext, Classical.choice, Quot.sound]
```
